# The Butler–Volmer law with $0<a<1$: every current has exactly one overpotential

Let $\eta$ be the overpotential of an electrode, that is, its potential relative to equilibrium. For a one-electron reaction we measure it in thermal units, $x = F\eta/(RT)$, with $F$ the Faraday constant, $R$ the gas constant and $T$ the temperature. Anodic current counts as positive. The Butler–Volmer current is

$$J(x) = j_0\left(e^{a x} - e^{-(1-a)x}\right).$$

The first term is the anodic branch and the second the cathodic branch. The exchange current $j_0$ is the common size of the two opposing currents at equilibrium, where they cancel. The transfer coefficient $a$ is the fraction of the electrical energy that lowers the anodic barrier; the remaining fraction $1-a$ raises the cathodic one.

The law is taken here as given, with constant $j_0$ and $a$, and is not derived from a theory of the barrier. It describes a single electron-transfer step whose reactants stay at their bulk concentrations at the surface, so transport sets no limit on the current.

For $j_0>0$ and $0<a<1$, four statements hold:

- $J$ is strictly increasing.
- $J$ is a bijection of $\mathbb{R}$ onto $\mathbb{R}$.
- $J'(0)=j_0$.
- $J$ is odd exactly when $a=1/2$.

At an electrode that follows this law, a prescribed current therefore fixes one and only one overpotential.

## Slope, monotonicity and range

Differentiating each exponential gives

$$J'(x) = j_0\left(a\,e^{ax} + (1-a)\,e^{-(1-a)x}\right),$$

and at $x=0$ the bracket is $a+(1-a)=1$, so $J'(0)=j_0$.

If $x<y$, then $ax<ay$ and $-(1-a)y<-(1-a)x$. The anodic exponential is larger at $y$ and the cathodic one is smaller, so $J(x)<J(y)$.

For the range we use $e^u\ge 1+u$. When $x\ge 0$, we have $e^{ax}\ge 1+ax$ and $e^{-(1-a)x}\le 1$, hence $J(x)\ge j_0 a x$. When $x\le 0$, we have $e^{ax}\le 1$ and $e^{-(1-a)x}\ge 1-(1-a)x$, hence $J(x)\le j_0(1-a)x$. Given any real current $y$, set

$$x_-=-\frac{|y|}{j_0(1-a)},\qquad x_+=\frac{|y|}{j_0a}.$$

Then $J(x_-)\le -|y|\le y\le |y|\le J(x_+)$. Since $J$ is continuous, the intermediate value theorem supplies an overpotential with current $y$, and strict monotonicity makes it unique.

## Odd symmetry and the case $a=1/2$

Suppose $J$ is odd. Dividing $J(-1)=-J(1)$ by $j_0$ gives

$$e^{-a}-e^{1-a} = -e^{a}+e^{-(1-a)},$$

which rearranges to $\cosh a=\cosh(1-a)$. Hence $|a|=|1-a|$. The option $a=-(1-a)$ would give $0=-1$, so $a=1-a$ and $a=1/2$.

Conversely, for $a=1/2$,

$$J(x)=j_0\left(e^{x/2}-e^{-x/2}\right)=2j_0\sinh(x/2),$$

which is odd. This form can be solved for the overpotential: $J(x)=j$ holds exactly when $x=2\,\mathrm{arsinh}\!\left(j/(2j_0)\right)$.

## Large overpotential and the endpoint $a=0$

Because $-(1-a)x=ax-x$, the anodic branch factors out:

$$J(x)=j_0e^{ax}\left(1-e^{-x}\right).$$

For $x>0$ all factors are positive, and taking logarithms gives

$$\log J(x)-(\log j_0+ax)=\log\left(1-e^{-x}\right)\to 0\qquad (x\to\infty).$$

This is Tafel's law as a limit, with an explicit error term.

At $a=0$ the current is $j_0(1-e^{-x})$, which is less than $j_0$ for every $x$. Currents of $j_0$ or more are then never reached, so the bijection does not extend to this endpoint.

## The law as a real function in Lean

```lean
import Mathlib

open Filter Topology

namespace ButlerVolmer

noncomputable section
```

The overpotential, the exchange current and the transfer coefficient are all real numbers. The definition places no restriction on them; each theorem states the signs and ranges it needs.

```lean
/-- The Butler-Volmer current with exchange current `j0` and transfer coefficient `a`, as a
function of the overpotential `x` in thermal units. -/
def current (j0 a x : ℝ) : ℝ :=
  j0 * (Real.exp (a * x) - Real.exp (-(1 - a) * x))
```

Here `current j0 a` is the function $J$, and `current j0 a x` is its value at $x$.

## Derivative, growth and linear bounds

```lean
/-- The derivative of the current with respect to the overpotential `x` in thermal units is `j0 (a
exp (a x) + (1 - a) exp (-(1 - a) x))`. -/
theorem hasDerivAt_current (j0 a x : ℝ) :
    HasDerivAt (current j0 a)
      (j0 * (a * Real.exp (a * x) + (1 - a) * Real.exp (-(1 - a) * x))) x := by
  have h (c : ℝ) : HasDerivAt (fun y : ℝ => c * y) c x :=
    ((hasDerivAt_id' x).const_mul c).congr_deriv (by ring)
  exact (((h a).exp.fun_sub (h (-(1 - a))).exp).const_mul j0).congr_deriv (by ring)
```

`HasDerivAt f m x` says that `f` is differentiable at `x` with derivative `m`. The auxiliary `h` differentiates $y\mapsto cy$. The proof applies it to both exponents, then uses the rules for the exponential, a difference and a constant factor. The closing `ring` puts the result in the stated form. The formula holds for all real `j0` and `a`.

```lean
/-- For positive exchange current and transfer coefficient strictly between 0 and 1, the current
increases strictly with the overpotential. -/
theorem strictMono_current {j0 a : ℝ} (hj : 0 < j0) (ha : 0 < a) (ha' : a < 1) :
    StrictMono (current j0 a) := by
  intro x y hxy
  have h1 : Real.exp (a * x) < Real.exp (a * y) :=
    Real.exp_lt_exp.2 (by nlinarith)
  have h2 : Real.exp (-(1 - a) * y) < Real.exp (-(1 - a) * x) :=
    Real.exp_lt_exp.2 (by nlinarith)
  exact mul_lt_mul_of_pos_left (by linarith) hj
```

The facts `h1` and `h2` are the comparisons of the anodic and cathodic exponentials. In each, `nlinarith` compares the exponents, using the sign of $a$ or $1-a$. Subtracting and multiplying by the positive `j0` completes the argument.

```lean
/-- For positive exchange current and transfer coefficient strictly between 0 and 1, the current is
at least `j0 a x` when `x ≥ 0` and at most `j0 (1 - a) x` when `x ≤ 0`. -/
theorem linear_bounds {j0 a : ℝ} (hj : 0 < j0) (ha : 0 < a) (ha' : a < 1) (x : ℝ) :
    (0 ≤ x → j0 * (a * x) ≤ current j0 a x) ∧
      (x ≤ 0 → current j0 a x ≤ j0 * ((1 - a) * x)) := by
  constructor
  · intro hx
    have h1 := Real.add_one_le_exp (a * x)
    have h2 : Real.exp (-(1 - a) * x) ≤ 1 := Real.exp_le_one_iff.2 (by nlinarith)
    exact mul_le_mul_of_nonneg_left (by linarith) hj.le
  · intro hx
    have h1 := Real.add_one_le_exp (-(1 - a) * x)
    have h2 : Real.exp (a * x) ≤ 1 := Real.exp_le_one_iff.2 (by nlinarith)
    exact mul_le_mul_of_nonneg_left (by linarith) hj.le
```

The two halves of the conjunction are the bounds for $x\ge0$ and $x\le0$. `Real.add_one_le_exp` is the inequality $u+1\le e^u$, applied to the branch that grows in the given direction, while the other branch is bounded by 1.

## Oddness as an equality of hyperbolic cosines

```lean
/-- For transfer coefficient one half the current is `2 j0 sinh (x / 2)`. -/
theorem current_half (j0 x : ℝ) : current j0 (1 / 2) x = 2 * j0 * Real.sinh (x / 2) := by
  have h1 : (1 / 2 : ℝ) * x = x / 2 := by ring
  have h2 : -(1 - 1 / 2 : ℝ) * x = -(x / 2) := by ring
  rw [current, h1, h2, Real.sinh_eq]
  ring
```

After the exponents are rewritten as $\pm x/2$, this is the definition of $\sinh$.

```lean
/-- For a nonzero exchange current, the current is an odd function of the overpotential exactly
when the transfer coefficient is one half. -/
theorem odd_current_iff {j0 : ℝ} (hj : j0 ≠ 0) (a : ℝ) :
    Function.Odd (current j0 a) ↔ a = 1 / 2 := by
  constructor
  · intro h
    have h1 := h 1
    have e1 : a * (-1) = -a := by ring
    have e2 : -(1 - a) * (-1) = 1 - a := by ring
    simp only [current, e1, e2, mul_one] at h1
    have h2 : Real.exp (-a) - Real.exp (1 - a) = -(Real.exp a - Real.exp (-(1 - a))) := by
      apply mul_left_cancel₀ hj
      linear_combination h1
    -- oddness at unit overpotential is an equality of hyperbolic cosines
    have hc : Real.cosh a = Real.cosh (1 - a) := by
      rw [Real.cosh_eq, Real.cosh_eq]
      linarith
    have habs : |a| = |1 - a| :=
      le_antisymm (Real.cosh_le_cosh.1 hc.le) (Real.cosh_le_cosh.1 hc.ge)
    rcases abs_eq_abs.1 habs with h3 | h3 <;> linarith
  · rintro rfl x
    rw [current_half, current_half, neg_div, Real.sinh_neg]
    ring
```

`Function.Odd f` means $f(-x)=-f(x)$ for all $x$. The equivalence needs only $j_0\ne0$ and covers every real `a`. In the forward direction, `h 1` is oddness at $x=1$, and `h2` is the same equation with `j0` cancelled. `Real.cosh_le_cosh` turns an inequality between hyperbolic cosines into one between absolute values; used both ways, it yields $|a|=|1-a|$. The two sign cases are then settled by `linarith`. The converse substitutes $a=1/2$ and uses the $\sinh$ form.

## The four properties together

```lean
/-- For positive exchange current and transfer coefficient strictly between 0 and 1, the
Butler-Volmer current is a strictly increasing bijection from overpotentials to currents, has slope
`j0` at zero overpotential, and is odd exactly when the transfer coefficient is one half. -/
theorem butler_volmer {j0 a : ℝ} (hj : 0 < j0) (ha : 0 < a) (ha' : a < 1) :
    StrictMono (current j0 a) ∧ Function.Bijective (current j0 a) ∧
      HasDerivAt (current j0 a) j0 0 ∧ (Function.Odd (current j0 a) ↔ a = 1 / 2) := by
  have hm := strictMono_current hj ha ha'
  refine ⟨hm, ⟨hm.injective, fun y => ?_⟩, ?_, odd_current_iff hj.ne' a⟩
  · -- the linear bounds enclose any prescribed current y
    have hcont : Continuous (current j0 a) :=
      continuous_iff_continuousAt.2 fun x => (hasDerivAt_current j0 a x).continuousAt
    have hb : 0 < 1 - a := by linarith
    apply mem_range_of_exists_le_of_exists_ge hcont
    · refine ⟨-(|y| / (j0 * (1 - a))), ?_⟩
      have h0 : 0 ≤ |y| / (j0 * (1 - a)) := by positivity
      have h1 := (linear_bounds hj ha ha' (-(|y| / (j0 * (1 - a))))).2 (by linarith)
      have h2 : j0 * ((1 - a) * -(|y| / (j0 * (1 - a)))) = -|y| := by
        have hne := hb.ne'
        field_simp
      linarith [neg_abs_le y]
    · refine ⟨|y| / (j0 * a), ?_⟩
      have h1 := (linear_bounds hj ha ha' (|y| / (j0 * a))).1 (by positivity)
      have h2 : j0 * (a * (|y| / (j0 * a))) = |y| := by
        field_simp
      linarith [le_abs_self y]
  · exact (hasDerivAt_current j0 a 0).congr_deriv (by simp)
```

The hypotheses `hj`, `ha` and `ha'` are $j_0>0$, $0<a$ and $a<1$. In `HasDerivAt (current j0 a) j0 0` the slope comes before the point, so it reads $J'(0)=j_0$. This is the slope in thermal units; with respect to $\eta$ itself it is $j_0F/(RT)$.

Injectivity follows from strict monotonicity. For surjectivity, continuity comes from differentiability, and `mem_range_of_exists_le_of_exists_ge` is the intermediate value theorem in the form needed: a continuous function that takes a value at most $y$ and a value at least $y$ also takes the value $y$. The two points supplied are $x_-$ and $x_+$, in that order, and `field_simp` checks that the linear bounds there equal $-|y|$ and $|y|$.

## Inversion, Tafel's law and the excluded endpoint

```lean
/-- For transfer coefficient one half, the overpotential that drives a current `j` is
`2 arsinh (j / (2 j0))`. -/
theorem overpotential_half {j0 : ℝ} (hj : j0 ≠ 0) (x j : ℝ) :
    current j0 (1 / 2) x = j ↔ x = 2 * Real.arsinh (j / (2 * j0)) := by
  have h2 : 2 * j0 ≠ 0 := mul_ne_zero two_ne_zero hj
  constructor
  · rintro rfl
    rw [current_half, mul_div_cancel_left₀ _ h2, Real.arsinh_sinh]
    ring
  · rintro rfl
    rw [current_half, mul_div_cancel_left₀ _ (two_ne_zero : (2 : ℝ) ≠ 0), Real.sinh_arsinh,
      mul_div_cancel₀ _ h2]
```

For nonzero `j0`, which the hypothesis `hj` requires, the equivalence states both that the given overpotential drives the current `j` and that no other does. Its two directions use that $\mathrm{arsinh}$ undoes $\sinh$ and the reverse. This formula for the inverse is stated for $a=1/2$; other values of $a$ are not treated here.

```lean
/-- Tafel's law: at large positive overpotential the logarithm of the current approaches the
straight line `log j0 + a x`. -/
theorem tafel {j0 : ℝ} (hj : 0 < j0) (a : ℝ) :
    Tendsto (fun x => Real.log (current j0 a x) - (Real.log j0 + a * x)) atTop (𝓝 0) := by
  have h1 : Tendsto (fun x : ℝ => 1 - Real.exp (-x)) atTop (𝓝 1) := by
    simpa using Real.tendsto_exp_neg_atTop_nhds_zero.const_sub 1
  have h2 : Tendsto (fun x : ℝ => Real.log (1 - Real.exp (-x))) atTop (𝓝 0) := by
    simpa using h1.log one_ne_zero
  refine h2.congr' ?_
  filter_upwards [eventually_gt_atTop (0 : ℝ)] with x hx
  have hpos : 0 < 1 - Real.exp (-x) := by
    have : Real.exp (-x) < 1 := Real.exp_lt_one_iff.2 (by linarith)
    linarith
  -- the anodic branch factors out of the net current
  have hf : current j0 a x = j0 * Real.exp (a * x) * (1 - Real.exp (-x)) := by
    have he : Real.exp (-(1 - a) * x) = Real.exp (a * x) * Real.exp (-x) := by
      rw [← Real.exp_add]
      congr 1
      ring
    rw [current, he]
    ring
  rw [hf, Real.log_mul (mul_pos hj (Real.exp_pos _)).ne' hpos.ne',
    Real.log_mul hj.ne' (Real.exp_pos _).ne', Real.log_exp]
  ring
```

`Tendsto … atTop (𝓝 0)` is the limit $x\to\infty$ with value 0. The proof first shows that $\log(1-e^{-x})$ tends to 0. It then shows that this expression agrees with the Tafel difference for all $x>0$, which is enough for the limit. The factorisation of the current is `hf`, and the logarithm of the product is split with `Real.log_mul`. The exchange current must be positive, but no range for `a` is assumed.

```lean
/-- For transfer coefficient zero the current stays below `j0` at every overpotential. -/
theorem current_zero_lt {j0 : ℝ} (hj : 0 < j0) (x : ℝ) : current j0 0 x < j0 := by
  have h := mul_pos hj (Real.exp_pos (-(1 - 0) * x))
  rw [current, zero_mul, Real.exp_zero]
  linarith

end

end ButlerVolmer
```

With `a` set to 0 the anodic exponential is 1. The hypothesis that `j0` is positive makes the cathodic term positive, and subtracting it leaves less than `j0`.

```lean
#print axioms ButlerVolmer.butler_volmer
-- 'ButlerVolmer.butler_volmer' depends on axioms: [propext, Classical.choice, Quot.sound]
#print axioms ButlerVolmer.overpotential_half
-- 'ButlerVolmer.overpotential_half' depends on axioms: [propext, Classical.choice, Quot.sound]
#print axioms ButlerVolmer.tafel
-- 'ButlerVolmer.tafel' depends on axioms: [propext, Classical.choice, Quot.sound]
#print axioms ButlerVolmer.current_zero_lt
-- 'ButlerVolmer.current_zero_lt' depends on axioms: [propext, Classical.choice, Quot.sound]
```
